# Lowering Pöschl–Teller levels with d/dx + l tanh x

With A(l) = d/dx + l tanh x and B(l) = −d/dx + l tanh x, level n at strength l is the real function on the line got by applying B(l)B(l−1)⋯B(l−n+1) to cosh^(n−l) x. The theorem `lowerOp_level` says that, for every natural n and real l, A(l) takes level n+1 at strength l to (n+1)(2l−n−1) times level n at strength l−1. The functions are unnormalised and need not be square-integrable; for l > n+1 they are, and between normalised functions the factor would be √((n+1)(2l−n−1)), up to sign conventions. The proof is by induction on n: it moves A past B with the intertwining relation, and in the base case uses the fact that A(l−1) annihilates cosh^(1−l) x.

As first written in Lean, the proof fails:

```lean
import Mathlib

open scoped ContDiff
open MeasureTheory

namespace DiracKink

noncomputable section

/-- The first-order operator `A(l) = d/dx + l tanh x`. -/
def lowerOp (l : ℝ) (f : ℝ → ℝ) : ℝ → ℝ :=
  fun x => deriv f x + l * Real.tanh x * f x

/-- The first-order operator `B(l) = -d/dx + l tanh x`. -/
def raiseOp (l : ℝ) (f : ℝ → ℝ) : ℝ → ℝ :=
  fun x => -deriv f x + l * Real.tanh x * f x

/-- The function `B(l) B(l-1) ... B(l-n+1) cosh^(n-l)`, built recursively in `n`. -/
def level (l : ℝ) : ℕ → ℝ → ℝ
  | 0 => fun x => Real.cosh x ^ (-l)
  | n + 1 => raiseOp l (level (l - 1) n)

/-- The slopes of the kink profile `tanh x` and of the real powers of `cosh x`. -/
theorem hasDerivAt_profiles (s x : ℝ) :
    HasDerivAt Real.tanh (1 - Real.tanh x ^ 2) x ∧
    HasDerivAt (fun y => Real.cosh y ^ s) (s * Real.tanh x * Real.cosh x ^ s) x := by
  have hc : Real.cosh x ≠ 0 := (Real.cosh_pos x).ne'
  constructor
  · have e : Real.tanh = fun y => Real.sinh y / Real.cosh y :=
      funext Real.tanh_eq_sinh_div_cosh
    have h : HasDerivAt Real.tanh
        ((Real.cosh x * Real.cosh x - Real.sinh x * Real.sinh x) / Real.cosh x ^ 2) x := by
      rw [e]
      exact (Real.hasDerivAt_sinh x).fun_div (Real.hasDerivAt_cosh x) hc
    refine h.congr_deriv ?_
    rw [Real.tanh_eq_sinh_div_cosh, div_pow, sub_div, ← sq, ← sq,
      div_self (pow_ne_zero 2 hc)]
  · refine ((Real.hasDerivAt_cosh x).rpow_const (Or.inl hc)).congr_deriv ?_
    rw [Real.rpow_sub_one hc, Real.tanh_eq_sinh_div_cosh]
    ring

/-- On differentiable functions, `B(l)` commutes with multiplication by a constant. -/
theorem raiseOp_smul (l c : ℝ) {f : ℝ → ℝ} (hf : Differentiable ℝ f) :
    raiseOp l (c • f) = c • raiseOp l f := by
  funext x
  have h : deriv (c • f) x = c * deriv f x := ((hf x).hasDerivAt.const_mul c).deriv
  simp only [raiseOp, Pi.smul_apply, smul_eq_mul, h]
  ring

/-- Intertwining relation on smooth functions: `A(l) B(l) = B(l-1) A(l-1) + 2l - 1`. -/
theorem intertwining (l : ℝ) {f : ℝ → ℝ} (hf : ContDiff ℝ ∞ f) :
    lowerOp l (raiseOp l f) =
      raiseOp (l - 1) (lowerOp (l - 1) f) + (2 * l - 1) • f := by
  obtain ⟨hf1, hf2⟩ := contDiff_infty_iff_deriv.1 hf
  have hf3 := (contDiff_infty_iff_deriv.1 hf2).1
  funext x
  have h1 := (hf3 x).hasDerivAt
  have ht (k : ℝ) : HasDerivAt (fun y => k * Real.tanh y * f y)
      (k * (1 - Real.tanh x ^ 2) * f x + k * Real.tanh x * deriv f x) x :=
    ((hasDerivAt_profiles 0 x).1.const_mul k).fun_mul (hf1 x).hasDerivAt
  have hB : deriv (raiseOp l f) x = _ := (h1.fun_neg.fun_add (ht l)).deriv
  have hA : deriv (lowerOp (l - 1) f) x = _ := (h1.fun_add (ht (l - 1))).deriv
  change deriv (raiseOp l f) x + l * Real.tanh x * raiseOp l f x =
    -deriv (lowerOp (l - 1) f) x + (l - 1) * Real.tanh x * lowerOp (l - 1) f x
      + (2 * l - 1) * f x
  rw [hB, hA]
  simp only [raiseOp, lowerOp]
  ring

/-- `A(l)` annihilates `cosh^(-l)`. -/
theorem lowerOp_ground (l : ℝ) : lowerOp l (level l 0) = 0 := by
  funext x
  simp only [lowerOp, level, (hasDerivAt_profiles (-l) x).2.deriv, Pi.zero_apply]
  ring

/-- Every function `level l n` is smooth. -/
theorem level_smooth (n : ℕ) (l : ℝ) : ContDiff ℝ ∞ (level l n) := by
  have ht : ContDiff ℝ ∞ Real.tanh := by
    rw [show Real.tanh = fun y => Real.sinh y / Real.cosh y from
      funext Real.tanh_eq_sinh_div_cosh]
    exact Real.contDiff_sinh.div Real.contDiff_cosh fun x => (Real.cosh_pos x).ne'
  induction n generalizing l with
  | zero =>
    rw [level]
    exact Real.contDiff_cosh.rpow_const_of_ne fun x => (Real.cosh_pos x).ne'
  | succ n ih =>
    rw [level]
    exact (contDiff_infty_iff_deriv.1 (ih (l - 1))).2.neg.add
      ((contDiff_const.mul ht).mul (ih (l - 1)))

/-- `A(l)` takes level `n+1` at strength `l` to `(n+1)(2l-(n+1))` times level `n`
at strength `l-1`. -/
theorem lowerOp_level (n : ℕ) (l : ℝ) :
    lowerOp l (level l (n + 1)) =
      (((n : ℝ) + 1) * (2 * l - ((n : ℝ) + 1))) • level (l - 1) n := by
  induction n generalizing l with
  | zero =>
    have h0 : raiseOp (l - 1) 0 = 0 := by
      funext x
      simp [raiseOp]
    rw [level, intertwining l (level_smooth 0 (l - 1)), lowerOp_ground, h0, zero_add]
    congr 1
    push_cast
    ring
  | succ n ih =>
    have hd := (contDiff_infty_iff_deriv.1 (level_smooth n (l - 1 - 1))).1
    have hs : raiseOp (l - 1) (level (l - 1 - 1) n) = level (l - 1) (n + 1) := by
      rw [level]
    rw [level, intertwining l (level_smooth (n + 1) (l - 1)), ih (l - 1),
      raiseOp_smul _ _ hd, hs, ← add_smul]
    congr 1
    push_cast
    ring

end

end DiracKink
```

Compiling this gives:

```
Main.lean:101:15: error: Tactic `rewrite` failed: Did not find an occurrence of the pattern
  lowerOp l (raiseOp l (level (l - 1) 0))
in the target expression
  lowerOp l (level l (0 + 1)) = ((↑0 + 1) * (2 * l - (↑0 + 1))) • fun x => Real.cosh x ^ (-(l - 1))

case zero
l : ℝ
h0 : raiseOp (l - 1) 0 = 0
⊢ lowerOp l (level l (0 + 1)) = ((↑0 + 1) * (2 * l - (↑0 + 1))) • fun x => Real.cosh x ^ (-(l - 1))
```

Diagnosis. The message says that `rw` could not find `lowerOp l (raiseOp l (level (l - 1) 0))`, the left side of the intertwining relation, in the base-case goal. The goal it prints shows why. The preceding `rw [level]` was meant to unfold `level l (0 + 1)` on the left, but it used the zero equation of `level` instead and unfolded `level (l - 1) 0` on the right into a power of `Real.cosh`. The left side stayed folded, so no `raiseOp` appeared there for `intertwining` to match.

The repair states the wanted unfolding as `h1`, which `rfl` proves because it holds by the definition of `level`. Rewriting with `h1` in place of `level` changes the left side to the form `intertwining` needs. It also leaves `level (l - 1) 0` folded on the right, so that after the remaining rewrites both sides are multiples of the same function and only the scalar factors are left to compare.

As a diff, the version that Lean accepts:

```diff
@@ -99,5 +99,6 @@
       funext x
       simp [raiseOp]
-    rw [level, intertwining l (level_smooth 0 (l - 1)), lowerOp_ground, h0, zero_add]
+    have h1 : level l (0 + 1) = raiseOp l (level (l - 1) 0) := rfl
+    rw [h1, intertwining l (level_smooth 0 (l - 1)), lowerOp_ground, h0, zero_add]
     congr 1
     push_cast
```
